# For a flat tight-binding band, $\langle\psi,H''\psi\rangle = 2\langle\psi',(H-E)\psi'\rangle$

When the diamagnetic term in the current response of a flat tight-binding band is computed, the expectation value of the second derivative of the Bloch matrix can be replaced by an expression in which the only derivative is the first derivative of the Bloch vector. The identity behind this replacement is proved here for a non-interacting model with finitely many orbitals and one real wavenumber $k$, along which the band energy is constant and the Bloch vector is differentiable.

```lean
import Mathlib

open Matrix

namespace FlatBandCurvature

noncomputable section

variable {n : Type*} [Fintype n]

/-- A flat band: Hermitian Bloch matrices `H k` with first and second derivatives `H' k`, `H'' k`,
and a differentiable Bloch vector `ψ k` with derivative `ψ' k`, obeying `H ψ = E ψ` with an
energy `E` that does not depend on `k`. -/
structure FlatBand (H H' H'' : ℝ → Matrix n n ℂ) (ψ ψ' : ℝ → n → ℂ) (E : ℝ) : Prop where
  herm : ∀ k, (H k).IsHermitian
  deriv_H : ∀ k i j, HasDerivAt (fun q => H q i j) (H' k i j) k
  deriv_H' : ∀ k i j, HasDerivAt (fun q => H' q i j) (H'' k i j) k
  deriv_ψ : ∀ k i, HasDerivAt (fun q => ψ q i) (ψ' k i) k
  eigen : ∀ k, H k *ᵥ ψ k = (E : ℂ) • ψ k

/-- The Hamiltonian measured from the energy `E`, that is `H - E`. -/
def excess [DecidableEq n] (H : Matrix n n ℂ) (E : ℝ) : Matrix n n ℂ := H - (E : ℂ) • 1

/-- The quantum metric `⟨ψ',ψ'⟩ - |⟨ψ,ψ'⟩|²` of a unit Bloch vector `ψ` with derivative `ψ'`. -/
def quantumMetric (ψ ψ' : n → ℂ) : ℝ :=
  (star ψ' ⬝ᵥ ψ').re - Complex.normSq (star ψ ⬝ᵥ ψ')

/-- A Hermitian matrix may be moved from the ket to the bra. -/
theorem hermitian_swap {A : Matrix n n ℂ} (hA : A.IsHermitian) (u v : n → ℂ) :
    star u ⬝ᵥ A *ᵥ v = star (A *ᵥ u) ⬝ᵥ v := by
  rw [Matrix.star_mulVec, hA.eq, Matrix.dotProduct_mulVec]

/-- Product rule for a differentiable matrix acting on a differentiable vector. -/
theorem hasDerivAt_mulVec {A : ℝ → Matrix n n ℂ} {A' : Matrix n n ℂ} {u : ℝ → n → ℂ}
    {u' : n → ℂ} {k : ℝ} (hA : ∀ i j, HasDerivAt (fun q => A q i j) (A' i j) k)
    (hu : ∀ i, HasDerivAt (fun q => u q i) (u' i) k) (i : n) :
    HasDerivAt (fun q => (A q *ᵥ u q) i) ((A' *ᵥ u k + A k *ᵥ u') i) k :=
  (HasDerivAt.fun_sum (u := Finset.univ)
    (fun j _ => (hA i j).fun_mul (hu j))).congr_deriv (by
      simp only [Pi.add_apply, Matrix.mulVec, dotProduct, Finset.sum_add_distrib])

namespace FlatBand

variable [DecidableEq n] {H H' H'' : ℝ → Matrix n n ℂ} {ψ ψ' : ℝ → n → ℂ} {E : ℝ}

/-- In a flat band, `H - E` is Hermitian and annihilates the Bloch vector. -/
theorem excess_spec (b : FlatBand H H' H'' ψ ψ' E) (k : ℝ) :
    (excess (H k) E).IsHermitian ∧ excess (H k) E *ᵥ ψ k = 0 := by
  constructor
  · unfold Matrix.IsHermitian excess
    rw [Matrix.conjTranspose_sub, Matrix.conjTranspose_smul, Matrix.conjTranspose_one,
      (b.herm k).eq, Complex.star_def, Complex.conj_ofReal]
  · rw [excess, Matrix.sub_mulVec, Matrix.smul_mulVec, Matrix.one_mulVec, b.eigen, sub_self]

/-- Linear response of a flat band: `H' ψ = -(H - E) ψ'`. -/
theorem response (b : FlatBand H H' H'' ψ ψ' E) (k : ℝ) :
    H' k *ᵥ ψ k = -(excess (H k) E *ᵥ ψ' k) := by
  ext i
  -- differentiate both sides of the eigenvalue equation
  have h1 := hasDerivAt_mulVec (b.deriv_H k) (b.deriv_ψ k) i
  have h2 : HasDerivAt (fun q => (H q *ᵥ ψ q) i) ((E : ℂ) * ψ' k i) k := by
    simp only [b.eigen, Pi.smul_apply, smul_eq_mul]
    exact (b.deriv_ψ k i).const_mul _
  have h3 := h1.unique h2
  simp only [Pi.add_apply] at h3
  simp only [excess, Matrix.sub_mulVec, Matrix.smul_mulVec, Matrix.one_mulVec, Pi.neg_apply,
    Pi.sub_apply, Pi.smul_apply, smul_eq_mul]
  linear_combination h3

/-- The velocity expectation value `⟨ψ, H' ψ⟩` vanishes at every `k` of a flat band. -/
theorem velocity_eq_zero (b : FlatBand H H' H'' ψ ψ' E) (k : ℝ) :
    star (ψ k) ⬝ᵥ H' k *ᵥ ψ k = 0 := by
  rw [b.response, dotProduct_neg, hermitian_swap (b.excess_spec k).1, (b.excess_spec k).2,
    star_zero, zero_dotProduct, neg_zero]

/-- Flat-band curvature sum rule: `⟨ψ, H'' ψ⟩ = 2 ⟨ψ', (H - E) ψ'⟩` at every `k`. -/
theorem curvature_sum_rule (b : FlatBand H H' H'' ψ ψ' E) (k : ℝ) :
    star (ψ k) ⬝ᵥ H'' k *ᵥ ψ k = 2 * (star (ψ' k) ⬝ᵥ excess (H k) E *ᵥ ψ' k) := by
  -- the derivative of a Hermitian family is Hermitian
  have hH' : (H' k).IsHermitian := by
    ext i j
    have hf : (fun q => star (H q j i)) = fun q => H q i j :=
      funext fun q => (b.herm q).apply i j
    have hd := (b.deriv_H k j i).star
    rw [hf] at hd
    exact hd.unique (b.deriv_H k i j)
  -- differentiate the vanishing velocity
  have h0 : HasDerivAt (fun q => star (ψ q) ⬝ᵥ H' q *ᵥ ψ q) 0 k := by
    simp only [b.velocity_eq_zero]
    exact hasDerivAt_const k 0
  have h1 : HasDerivAt (fun q => star (ψ q) ⬝ᵥ H' q *ᵥ ψ q)
      (star (ψ' k) ⬝ᵥ H' k *ᵥ ψ k + star (ψ k) ⬝ᵥ (H'' k *ᵥ ψ k + H' k *ᵥ ψ' k)) k :=
    (HasDerivAt.fun_sum (u := Finset.univ) (fun i _ => (b.deriv_ψ k i).star.fun_mul
      (hasDerivAt_mulVec (b.deriv_H' k) (b.deriv_ψ k) i))).congr_deriv (by
        simp only [dotProduct, Pi.star_apply, Finset.sum_add_distrib])
  have h := h1.unique h0
  -- insert the linear response in both cross terms
  rw [dotProduct_add, hermitian_swap hH' (ψ k) (ψ' k), b.response, star_neg, neg_dotProduct,
    dotProduct_neg, ← hermitian_swap (b.excess_spec k).1] at h
  linear_combination h

/-- In a flat band, if `ψ` is a unit vector at `k` and `H - E` is at least `Δ` at `k` on all states
orthogonal to `ψ`, then `⟨ψ, H'' ψ⟩` is at least `2 Δ` times the quantum metric. -/
theorem metric_bound (b : FlatBand H H' H'' ψ ψ' E) (k Δ : ℝ)
    (hunit : star (ψ k) ⬝ᵥ ψ k = 1)
    (hgap : ∀ v : n → ℂ, star (ψ k) ⬝ᵥ v = 0 →
      Δ * (star v ⬝ᵥ v).re ≤ (star v ⬝ᵥ excess (H k) E *ᵥ v).re) :
    2 * Δ * quantumMetric (ψ k) (ψ' k) ≤ (star (ψ k) ⬝ᵥ H'' k *ᵥ ψ k).re := by
  obtain ⟨hX, hXψ⟩ := b.excess_spec k
  obtain ⟨c, hc⟩ : ∃ c, c = star (ψ k) ⬝ᵥ ψ' k := ⟨_, rfl⟩
  have hc' : star (ψ' k) ⬝ᵥ ψ k = star c := by
    rw [hc]
    exact Matrix.star_dotProduct _ _
  -- remove from `ψ'` its component along `ψ`
  have horth : star (ψ k) ⬝ᵥ (ψ' k - c • ψ k) = 0 := by
    rw [dotProduct_sub, dotProduct_smul, hunit, ← hc, smul_eq_mul, mul_one, sub_self]
  have hnorm : star (ψ' k - c • ψ k) ⬝ᵥ (ψ' k - c • ψ k)
      = star (ψ' k) ⬝ᵥ ψ' k - c * star c := by
    rw [star_sub, star_smul, sub_dotProduct, smul_dotProduct, horth, smul_zero, sub_zero,
      dotProduct_sub, dotProduct_smul, hc', smul_eq_mul]
  have henergy : star (ψ' k - c • ψ k) ⬝ᵥ excess (H k) E *ᵥ (ψ' k - c • ψ k)
      = star (ψ' k) ⬝ᵥ excess (H k) E *ᵥ ψ' k := by
    rw [Matrix.mulVec_sub, Matrix.mulVec_smul, hXψ, smul_zero, sub_zero, star_sub, star_smul,
      sub_dotProduct, smul_dotProduct, hermitian_swap hX (ψ k), hXψ, star_zero,
      zero_dotProduct, smul_zero, sub_zero]
  have h := hgap _ horth
  rw [hnorm, henergy, Complex.star_def, Complex.mul_conj, Complex.sub_re,
    Complex.ofReal_re] at h
  have h2 (z : ℂ) : (2 * z).re = 2 * z.re := by simp
  rw [b.curvature_sum_rule, h2, quantumMetric, ← hc]
  linarith

end FlatBand

/-- A two-band Bloch matrix, the projector orthogonal to `(cos k, sin k)`. -/
def modelH (k : ℝ) : Matrix (Fin 2) (Fin 2) ℂ :=
  !![(Real.sin k : ℂ) * Real.sin k, -((Real.sin k : ℂ) * Real.cos k);
    -((Real.sin k : ℂ) * Real.cos k), (Real.cos k : ℂ) * Real.cos k]

/-- The first derivative of the two-band Bloch matrix, in closed form. -/
def modelH' (k : ℝ) : Matrix (Fin 2) (Fin 2) ℂ :=
  !![2 * ((Real.sin k : ℂ) * Real.cos k),
      (Real.sin k : ℂ) * Real.sin k - (Real.cos k : ℂ) * Real.cos k;
    (Real.sin k : ℂ) * Real.sin k - (Real.cos k : ℂ) * Real.cos k,
      -(2 * ((Real.sin k : ℂ) * Real.cos k))]

/-- The second derivative of the two-band Bloch matrix, in closed form. -/
def modelH'' (k : ℝ) : Matrix (Fin 2) (Fin 2) ℂ :=
  !![2 * ((Real.cos k : ℂ) ^ 2 - (Real.sin k : ℂ) ^ 2), 4 * (Real.sin k : ℂ) * Real.cos k;
    4 * (Real.sin k : ℂ) * Real.cos k, -(2 * ((Real.cos k : ℂ) ^ 2 - (Real.sin k : ℂ) ^ 2))]

/-- The Bloch vector `(cos k, sin k)`. -/
def modelψ (k : ℝ) : Fin 2 → ℂ := ![(Real.cos k : ℂ), (Real.sin k : ℂ)]

/-- The derivative `(-sin k, cos k)` of the Bloch vector. -/
def modelψ' (k : ℝ) : Fin 2 → ℂ := ![-(Real.sin k : ℂ), (Real.cos k : ℂ)]

/-- The two-band model has a flat band at zero energy with Bloch vector `(cos k, sin k)`. -/
theorem flatBand_witness : FlatBand modelH modelH' modelH'' modelψ modelψ' 0 := by
  have hs (k : ℝ) : HasDerivAt (fun q : ℝ => (Real.sin q : ℂ)) (Real.cos k : ℂ) k :=
    (Real.hasDerivAt_sin k).ofReal_comp
  have hc (k : ℝ) : HasDerivAt (fun q : ℝ => (Real.cos q : ℂ)) (-(Real.sin k : ℂ)) k :=
    (Real.hasDerivAt_cos k).ofReal_comp.congr_deriv (Complex.ofReal_neg _)
  have a1 (k : ℝ) : HasDerivAt (fun q : ℝ => (Real.sin q : ℂ) * Real.sin q)
      (2 * ((Real.sin k : ℂ) * Real.cos k)) k :=
    ((hs k).fun_mul (hs k)).congr_deriv (by ring)
  have a2 (k : ℝ) : HasDerivAt (fun q : ℝ => -((Real.sin q : ℂ) * Real.cos q))
      ((Real.sin k : ℂ) * Real.sin k - (Real.cos k : ℂ) * Real.cos k) k :=
    ((hs k).fun_mul (hc k)).fun_neg.congr_deriv (by ring)
  have a3 (k : ℝ) : HasDerivAt (fun q : ℝ => (Real.cos q : ℂ) * Real.cos q)
      (-(2 * ((Real.sin k : ℂ) * Real.cos k))) k :=
    ((hc k).fun_mul (hc k)).congr_deriv (by ring)
  have b1 (k : ℝ) : HasDerivAt (fun q : ℝ => 2 * ((Real.sin q : ℂ) * Real.cos q))
      (2 * ((Real.cos k : ℂ) ^ 2 - (Real.sin k : ℂ) ^ 2)) k :=
    (((hs k).fun_mul (hc k)).const_mul 2).congr_deriv (by ring)
  have b2 (k : ℝ) : HasDerivAt
      (fun q : ℝ => (Real.sin q : ℂ) * Real.sin q - (Real.cos q : ℂ) * Real.cos q)
      (4 * (Real.sin k : ℂ) * Real.cos k) k :=
    ((a1 k).fun_sub (a3 k)).congr_deriv (by ring)
  refine ⟨fun k => ?_, fun k i j => ?_, fun k i j => ?_, fun k i => ?_, fun k => ?_⟩
  · ext i j
    fin_cases i <;> fin_cases j <;>
      simp [modelH, -Complex.ofReal_sin, -Complex.ofReal_cos]
  · fin_cases i <;> fin_cases j
    exacts [a1 k, a2 k, a2 k, a3 k]
  · fin_cases i <;> fin_cases j
    exacts [b1 k, b2 k, b2 k, (b1 k).fun_neg]
  · fin_cases i
    exacts [hc k, hs k]
  · ext i
    fin_cases i <;>
      simp [modelH, modelψ, Matrix.mulVec, dotProduct, Fin.sum_univ_two,
        -Complex.ofReal_sin, -Complex.ofReal_cos] <;> ring

/-- In the two-band model the Bloch vector is normalised, `H` acts as the identity on states
orthogonal to it, the quantum metric is `1` and `⟨ψ, H'' ψ⟩ = 2`. -/
theorem metric_bound_sharp (k : ℝ) :
    star (modelψ k) ⬝ᵥ modelψ k = 1 ∧
    (∀ v, star (modelψ k) ⬝ᵥ v = 0 → modelH k *ᵥ v = v) ∧
    quantumMetric (modelψ k) (modelψ' k) = 1 ∧
    star (modelψ k) ⬝ᵥ modelH'' k *ᵥ modelψ k = 2 := by
  have p : (Real.sin k : ℂ) ^ 2 + (Real.cos k : ℂ) ^ 2 = 1 := by
    exact_mod_cast Real.sin_sq_add_cos_sq k
  refine ⟨?_, fun v hv => ?_, ?_, ?_⟩
  · simp [modelψ, dotProduct, Fin.sum_univ_two, -Complex.ofReal_sin, -Complex.ofReal_cos]
    linear_combination p
  · simp [modelψ, dotProduct, Fin.sum_univ_two, -Complex.ofReal_sin,
      -Complex.ofReal_cos] at hv
    ext i
    fin_cases i <;> simp [modelH, Matrix.mulVec, dotProduct, Fin.sum_univ_two,
      -Complex.ofReal_sin, -Complex.ofReal_cos]
    · linear_combination v 0 * p - (Real.cos k : ℂ) * hv
    · linear_combination v 1 * p - (Real.sin k : ℂ) * hv
  · have h1 : star (modelψ' k) ⬝ᵥ modelψ' k = 1 := by
      simp [modelψ', dotProduct, Fin.sum_univ_two, -Complex.ofReal_sin, -Complex.ofReal_cos]
      linear_combination p
    have h2 : star (modelψ k) ⬝ᵥ modelψ' k = 0 := by
      simp [modelψ, modelψ', dotProduct, Fin.sum_univ_two, -Complex.ofReal_sin,
        -Complex.ofReal_cos]
      ring
    rw [quantumMetric, h1, h2, Complex.one_re, map_zero, sub_zero]
  · simp [modelψ, modelH'', Matrix.mulVec, dotProduct, Fin.sum_univ_two,
      -Complex.ofReal_sin, -Complex.ofReal_cos]
    linear_combination 2 * ((Real.sin k : ℂ) ^ 2 + (Real.cos k : ℂ) ^ 2 + 1) * p

end

end FlatBandCurvature
```

```lean
#print axioms FlatBandCurvature.FlatBand.metric_bound
-- 'FlatBandCurvature.FlatBand.metric_bound' depends on axioms: [propext, Classical.choice, Quot.sound]
#print axioms FlatBandCurvature.metric_bound_sharp
-- 'FlatBandCurvature.metric_bound_sharp' depends on axioms: [propext, Classical.choice, Quot.sound]
```

## Zero velocity, nonzero curvature

An electron in a flat band has no group velocity, and its band mass is infinite. The second derivative of the Bloch matrix can still have a nonzero expectation value, because the Bloch vector changes with $k$ and mixes in the other bands.

Let $H(k)$ be the Bloch matrix, $\psi(k)$ the Bloch vector and $E$ the constant band energy. Primes denote derivatives in $k$, and $\langle u,v\rangle=\sum_i \overline{u_i}v_i$. At every $k$, `velocity_eq_zero` and `curvature_sum_rule` state

$$\langle\psi,H'\psi\rangle=0,\qquad \langle\psi,H''\psi\rangle=2\langle\psi',(H-E)\psi'\rangle .$$

Neither needs a normalised $\psi$. For $\psi\neq0$, dividing the second equation by $\langle\psi,\psi\rangle$ gives the expectation value of $H''$.

The third result, `metric_bound`, assumes that $\psi$ is a unit vector at the chosen $k$ and that $\langle v,(H-E)v\rangle\ge\Delta\langle v,v\rangle$ for every $v$ orthogonal to $\psi$. Then

$$\langle\psi,H''\psi\rangle\ge 2\Delta\, g,\qquad g=\langle\psi',\psi'\rangle-|\langle\psi,\psi'\rangle|^2 .$$

Here $g$ is the quantum metric along $k$, which measures how fast the state changes apart from its phase. A positive $\Delta$ means that, at this $k$, any other bands lie at least $\Delta$ above the flat one.

## Bloch matrices and vectors in Lean

The index type `n` labels the orbitals of the unit cell. The inner product is written `star u ⬝ᵥ v`, and `*ᵥ` applies a matrix to a vector. The structure `FlatBand` collects the assumptions: `herm` is Hermiticity, `deriv_H` and `deriv_H'` say entry by entry that `H'` and `H''` are the successive derivatives of `H`, `deriv_ψ` does the same for the vector, and `eigen` is $H\psi=E\psi$. Since `E` is a single real number, flatness is built in. No second derivative of $\psi$ is required, and other bands may touch the flat one as long as a differentiable $\psi$ exists. The matrix `excess (H k) E` is $H-E$. In `metric_bound` the inequalities compare real parts, because the inner products have complex type.

One physical identification is left to the user: $H'$ represents the current, up to constants, when the Bloch phases contain the orbital positions and the position operator is diagonal in the orbitals. The algebra holds for any phase convention, but $g$ and $\langle\psi,H''\psi\rangle$ can change with it.

## Differentiating the eigenvalue equation

The derivative of $H\psi=E\psi$ has no $E'$ term:

$$H'\psi+H\psi'=E\psi'\quad\Longrightarrow\quad H'\psi=-(H-E)\psi'.$$

This is `response`. Its proof obtains the derivative of $H\psi$ once from the product rule `hasDerivAt_mulVec` and once from the right-hand side, then equates the two by uniqueness of derivatives.

Pairing with $\psi$ and moving $H-E$ to the left gives the zero velocity:

$$\langle\psi,H'\psi\rangle=-\langle\psi,(H-E)\psi'\rangle=-\langle(H-E)\psi,\psi'\rangle=0 .$$

The move is `hermitian_swap`; `excess_spec` supplies the Hermiticity of $H-E$ and $(H-E)\psi=0$.

The velocity vanishes at every $k$, so its derivative vanishes too:

$$0=\langle\psi',H'\psi\rangle+\langle\psi,H''\psi\rangle+\langle\psi,H'\psi'\rangle .$$

In `curvature_sum_rule`, `h0` and `h1` are the two sides of this equation. The matrix $H'$ is Hermitian (`hH'`), as the derivative of a Hermitian family, so the last term equals $\langle H'\psi,\psi'\rangle$. By `response`, the first and last terms are each $-\langle\psi',(H-E)\psi'\rangle$. Moving them across gives the sum rule.

## Removing the component along the band

For the bound, set $c=\langle\psi,\psi'\rangle$ and $v=\psi'-c\psi$. With $\langle\psi,\psi\rangle=1$,

$$\langle\psi,v\rangle=c-c=0,\qquad \langle v,v\rangle=\langle\psi',v\rangle=\langle\psi',\psi'\rangle-c\,\overline{c}=g .$$

Because $(H-E)\psi=0$ and $H-E$ is Hermitian, the terms containing $c$ drop out of the energy:

$$\langle v,(H-E)v\rangle=\langle\psi',(H-E)\psi'\rangle .$$

These three facts are `horth`, `hnorm` and `henergy`. The gap assumption applied to $v$ gives $\Delta g\le\langle\psi',(H-E)\psi'\rangle$, and the sum rule turns twice the right-hand side into $\langle\psi,H''\psi\rangle$.

## Two bands that attain the bound

Take $\psi=(\cos k,\sin k)$ and let `modelH` be the projector onto the orthogonal vector $\psi'=(-\sin k,\cos k)$. Then $H\psi=0$, so $E=0$, and `flatBand_witness` checks all the assumptions of `FlatBand`: the derivatives entry by entry, Hermiticity and the eigenvalue equation by direct calculation. Moreover $\langle\psi',\psi'\rangle=1$ and $\langle\psi,\psi'\rangle=0$, hence $g=1$. On vectors orthogonal to $\psi$ the matrix acts as the identity, so $\Delta=1$ is allowed. Direct multiplication gives

$$\langle\psi,H''\psi\rangle=2(\cos^2k-\sin^2k)^2+8\sin^2k\cos^2k=2(\cos^2k+\sin^2k)^2=2 ,$$

which equals $2\Delta g$. The theorem `metric_bound_sharp` records these values; its algebra rests on $\sin^2k+\cos^2k=1$.

## One orbital, flat and dispersive

With a single orbital and $\psi(k)\neq0$ for all $k$, the eigenvalue equation forces $H(k)=E$. Both sides of the sum rule are then zero, however the phase of $\psi$ varies: a nonzero value needs at least two orbitals.

If the energy may depend on $k$, the sum rule can fail. Take the one-orbital chain $H(k)=2-2\cos k$ and $\psi=1$, with energy $E(k)=2-2\cos k$. At $k=0$ the velocity vanishes, yet $\langle\psi,H''\psi\rangle=2$ while $2\langle\psi',(H-E)\psi'\rangle=0$. A band energy that is merely stationary at the chosen $k$ is therefore not enough.
